# The squared norm of the Gaussian x exp(−ax²) on the line is 1/(4a) times that of exp(−ax²), for a > 0

For real a > 0, the theorem concerns two unnormalised real wave functions on the line, the s-type Gaussian s(x) = exp(−ax²) and the p-type Gaussian p(x) = x exp(−ax²). It states that the overlap ⟨s,s⟩ is positive and that 4a⟨p,p⟩ = ⟨s,s⟩. Since p = xs, this says that x² has mean value 1/(4a) in the normalised s state. The proof gets the identity from the fact that the derivative of x exp(−2ax²) integrates to zero over the line, which requires the integrability of the functions involved. Positivity comes from the closed form √(π/(2a)) of the Gaussian integral.

The failing Lean file:

```lean
import Mathlib

open MeasureTheory

namespace GaussianNorms

noncomputable section

/-- The s-type Gaussian `exp (-a x²)` centred at the origin. -/
def sGauss (a x : ℝ) : ℝ := Real.exp (-a * x ^ 2)

/-- The p-type Gaussian `x exp (-a x²)` with the same exponent. -/
def pGauss (a x : ℝ) : ℝ := x * sGauss a x

/-- The overlap integral of two real wave functions on the line. -/
def overlap (u v : ℝ → ℝ) : ℝ := ∫ x, u x * v x

/-- The square of an s Gaussian is the s Gaussian with twice the exponent. -/
theorem sGauss_mul_self (a x : ℝ) : sGauss a x * sGauss a x = sGauss (2 * a) x := by
  unfold sGauss
  rw [← Real.exp_add]
  congr 1
  ring

/-- The derivative of the s Gaussian is `-2a` times the p Gaussian of the same exponent. -/
theorem hasDerivAt_sGauss (a x : ℝ) : HasDerivAt (sGauss a) (-2 * a * pGauss a x) x := by
  have hq : HasDerivAt (fun y : ℝ => -a * y ^ 2) (-2 * a * x) x :=
    ((hasDerivAt_pow 2 x).const_mul (-a)).congr_deriv (by norm_num; ring)
  exact hq.exp.congr_deriv (by simp only [pGauss, sGauss]; ring)

/-- The derivative of the p Gaussian is `(1 - 2 a x²) exp (-a x²)`. -/
theorem hasDerivAt_pGauss (a x : ℝ) :
    HasDerivAt (pGauss a) ((1 - 2 * a * x ^ 2) * sGauss a x) x :=
  ((hasDerivAt_id' x).fun_mul (hasDerivAt_sGauss a x)).congr_deriv
    (by simp only [pGauss]; ring)

/-- For `a > 0` the s Gaussian has positive norm, and `4a ⟨p,p⟩ = ⟨s,s⟩`. -/
theorem gaussian_norms {a : ℝ} (ha : 0 < a) :
    0 < overlap (sGauss a) (sGauss a) ∧
      4 * a * overlap (pGauss a) (pGauss a) = overlap (sGauss a) (sGauss a) := by
  have h2 : 0 < 2 * a := by positivity
  have epp : ∀ x, pGauss a x * pGauss a x = x ^ 2 * sGauss (2 * a) x := by
    intro x
    rw [← sGauss_mul_self]
    unfold pGauss
    ring
  have i1 : Integrable (fun x => sGauss (2 * a) x) := integrable_exp_neg_mul_sq h2
  have i2 : Integrable (fun x => x ^ 2 * sGauss (2 * a) x) := by
    have h := integrable_rpow_mul_exp_neg_mul_sq h2 (s := 2) (by norm_num)
    simpa only [Real.rpow_two] using h
  have i3 : Integrable (pGauss (2 * a)) := integrable_mul_exp_neg_mul_sq h2
  -- the derivative of x exp(-2a x²) integrates to zero over the line
  have h0 : ∫ x, (sGauss (2 * a) x - 4 * a * (x ^ 2 * sGauss (2 * a) x)) = 0 :=
    integral_eq_zero_of_hasDerivAt_of_integrable
      (fun x => (hasDerivAt_pGauss (2 * a) x).congr_deriv (by ring))
      (i1.sub (i2.const_mul (4 * a))) i3
  rw [integral_sub i1 (i2.const_mul (4 * a)), integral_const_mul] at h0
  simp only [overlap, sGauss_mul_self, epp]
  refine ⟨?_, by linarith⟩
  have hg : ∫ x, sGauss (2 * a) x = √(Real.pi / (2 * a)) := integral_gaussian _
  rw [hg]
  positivity

end

end GaussianNorms
```

Lean reports:

```
Main.lean:50:4: error: Type mismatch: After simplification, term
  h
 has type
  @Integrable ℝ PseudoMetricSpace.toUniformSpace.toTopologicalSpace SeminormedAddGroup.toContinuousENorm ℝ
    Real.measureSpace.toMeasurableSpace (fun x => x ^ 2 * Real.exp (-(2 * a) * x ^ 2)) volume
but is expected to have type
  @Integrable ℝ PseudoMetricSpace.toUniformSpace.toTopologicalSpace SeminormedAddGroup.toContinuousENorm ℝ
    Real.measureSpace.toMeasurableSpace (fun x => x ^ 2 * sGauss (2 * a) x) volume
```

Cause. The error is in the proof of `i2`, the integrability of x² exp(−2ax²). The rewrite by `Real.rpow_two` worked: the message shows `h` with the natural-number power `x ^ 2` in front, as the goal has it. What still differs is that `h` contains `Real.exp (-(2 * a) * x ^ 2)` where the goal has `sGauss (2 * a) x`. These are equal by the definition of `sGauss`, but `simpa` was given only `Real.rpow_two` to simplify with, and its closing comparison does not unfold an ordinary definition such as `sGauss`. Hence the type mismatch.

The repair splits the step in two. `simp only [Real.rpow_two] at h` does the same rewriting of the power, and `exact h` then compares the types with ordinary definitions allowed to unfold. Lean unfolds `sGauss (2 * a) x` to the exponential in `h`, and the two types agree.

The change, after which it compiles:

```diff
@@ -48,5 +48,6 @@
   have i2 : Integrable (fun x => x ^ 2 * sGauss (2 * a) x) := by
     have h := integrable_rpow_mul_exp_neg_mul_sq h2 (s := 2) (by norm_num)
-    simpa only [Real.rpow_two] using h
+    simp only [Real.rpow_two] at h
+    exact h
   have i3 : Integrable (pGauss (2 * a)) := integrable_mul_exp_neg_mul_sq h2
   -- the derivative of x exp(-2a x²) integrates to zero over the line
```
